# Every proper rotation matrix has a quaternion pivot of at least 1

One way to convert an orientation matrix \(R\) into a unit quaternion, for instance in a rigid-body simulation, is to divide four numbers computed from its elements by twice the square root of a pivot, which is computed from the diagonal of \(R\). There are four candidates for the pivot, and some can be zero or nearly zero. Choosing the largest is safe: for an exact proper rotation in three dimensions, all four are nonnegative and the largest is at least 1.

## What holds for any real matrix

Number the Cartesian axes 0, 1, 2, as Lean does. The four pivots are

\[
p_0=1+\operatorname{tr}R,\qquad p_{k+1}=1+2R_{kk}-\operatorname{tr}R\quad(k=0,1,2).
\]

In the file, `pivot R` is this list, indexed by `Fin 4`.

```lean
import Mathlib

open Matrix

namespace ShepperdPivot

noncomputable section

/-- The four pivots of a 3×3 matrix: `1 + tr R`, followed by `1 + 2 R_kk - tr R` for the
three Cartesian axes. -/
def pivot (R : Matrix (Fin 3) (Fin 3) ℝ) : Fin 4 → ℝ :=
  ![1 + R.trace, 1 + 2 * R 0 0 - R.trace, 1 + 2 * R 1 1 - R.trace, 1 + 2 * R 2 2 - R.trace]
```

The pivots are also the diagonal of a symmetric 4×4 matrix \(K\), called `table R`. Its other entries are differences and sums of opposite off-diagonal elements of \(R\).

```lean
/-- The symmetric 4×4 table used in quaternion extraction: pivots on the diagonal, differences
and sums of opposite off-diagonal elements of `R` elsewhere. -/
def table (R : Matrix (Fin 3) (Fin 3) ℝ) : Matrix (Fin 4) (Fin 4) ℝ :=
  !![1 + R.trace, R 2 1 - R 1 2, R 0 2 - R 2 0, R 1 0 - R 0 1;
     R 2 1 - R 1 2, 1 + 2 * R 0 0 - R.trace, R 0 1 + R 1 0, R 0 2 + R 2 0;
     R 0 2 - R 2 0, R 0 1 + R 1 0, 1 + 2 * R 1 1 - R.trace, R 1 2 + R 2 1;
     R 1 0 - R 0 1, R 0 2 + R 2 0, R 1 2 + R 2 1, 1 + 2 * R 2 2 - R.trace]
```

Extraction with pivot \(i\) takes row \(i\) of \(K\) and divides it by \(2\sqrt{p_i}\). The scalar component comes first, and the signs are those for \(R\) acting on column vectors.

```lean
/-- The four quaternion components extracted with pivot `i`: row `i` of the table divided by
twice the square root of the pivot. -/
def extracted (R : Matrix (Fin 3) (Fin 3) ℝ) (i j : Fin 4) : ℝ :=
  table R i j / (2 * √(pivot R i))

/-- The diagonal of the table consists of the four pivots. -/
theorem table_diag (R : Matrix (Fin 3) (Fin 3) ℝ) (i : Fin 4) : table R i i = pivot R i := by
  fin_cases i <;> simp [table, pivot]
```

No hypothesis on \(R\) is needed for the sum:

\[
\sum_i p_i = 4+\operatorname{tr}R+2\operatorname{tr}R-3\operatorname{tr}R=4 .
\]

Lean expands the trace and finishes with `ring`.

```lean
/-- The four pivots of any real 3×3 matrix add up to 4. -/
theorem pivot_sum (R : Matrix (Fin 3) (Fin 3) ℝ) : ∑ i, pivot R i = 4 := by
  simp [pivot, Fin.sum_univ_four, Matrix.trace_fin_three]
  ring
```

Four numbers below 1 cannot add up to 4, so some pivot is at least 1 for every real 3×3 matrix. The hypotheses on \(R\) are needed for nonnegativity and for the unit norm of the extracted quaternion.

## Orthogonality and unit determinant

The hypothesis `Rᵀ * R = 1` says that \(R\) preserves lengths and angles. The hypothesis `R.det = 1` says that it also preserves handedness. Together they describe a proper rotation, and they give

\[
K_{ij}^2=p_ip_j .
\]

On the diagonal this is immediate, since \(K_{ii}=p_i\). For the other entries, let \(a,b,c\) be the three axes in any order. Since \(R\) is square, \(R^TR=1\) implies \(RR^T=1\), so rows and columns are unit vectors. Adding the conditions for rows \(b\) and \(c\) and subtracting the one for column \(a\) gives

\[
R_{bc}^2+R_{cb}^2=1+R_{aa}^2-R_{bb}^2-R_{cc}^2 .
\]

The determinant enters through the adjugate:

\[
\operatorname{adj}R=(R^TR)\operatorname{adj}R=R^T(R\operatorname{adj}R)=(\det R)\,R^T=R^T .
\]

Its diagonal entries give \(R_{bb}R_{cc}-R_{bc}R_{cb}=R_{aa}\), that is, \(R_{bc}R_{cb}=R_{bb}R_{cc}-R_{aa}\). Combining the two relations,

\[
\begin{aligned}
(R_{cb}-R_{bc})^2&=(1+R_{aa})^2-(R_{bb}+R_{cc})^2=p_0\,p_{a+1},\\
(R_{bc}+R_{cb})^2&=(1-R_{aa})^2-(R_{bb}-R_{cc})^2=p_{b+1}\,p_{c+1}.
\end{aligned}
\]

Letting \(a\) run over the three axes covers all six off-diagonal pairs.

In `table_sq`, `row` and `col` are the unit-vector conditions, `hadj` is the adjugate identity, and `c0`, `c1`, `c2` are its diagonal entries. The proof then checks the sixteen index pairs separately. Once the products of matrix elements are treated as unknowns, each case is either an identity, closed by `ring1`, or a linear combination of the relations, found by `linarith`.

```lean
/-- For a rotation, the square of each table entry is the product of the two pivots in its
row and column. -/
theorem table_sq (R : Matrix (Fin 3) (Fin 3) ℝ) (hR : Rᵀ * R = 1) (hd : R.det = 1)
    (i j : Fin 4) : table R i j ^ 2 = pivot R i * pivot R j := by
  have hR' : R * Rᵀ = 1 := mul_eq_one_comm.mp hR
  -- rows and columns are unit vectors
  have row (k : Fin 3) : R k 0 * R k 0 + R k 1 * R k 1 + R k 2 * R k 2 = 1 := by
    have h := congrArg (fun M : Matrix (Fin 3) (Fin 3) ℝ => M k k) hR'
    simpa only [Matrix.mul_apply, Matrix.transpose_apply, Fin.sum_univ_three,
      Matrix.one_apply_eq] using h
  have col (k : Fin 3) : R 0 k * R 0 k + R 1 k * R 1 k + R 2 k * R 2 k = 1 := by
    have h := congrArg (fun M : Matrix (Fin 3) (Fin 3) ℝ => M k k) hR
    simpa only [Matrix.mul_apply, Matrix.transpose_apply, Fin.sum_univ_three,
      Matrix.one_apply_eq] using h
  -- a rotation equals its own cofactor matrix
  have hadj : R.adjugate = Rᵀ := by
    calc R.adjugate = (Rᵀ * R) * R.adjugate := by rw [hR, one_mul]
      _ = Rᵀ := by rw [mul_assoc, Matrix.mul_adjugate, hd, one_smul, mul_one]
  have c0 : R 1 1 * R 2 2 - R 1 2 * R 2 1 = R 0 0 := by
    have h := congrArg (fun M : Matrix (Fin 3) (Fin 3) ℝ => M 0 0) hadj
    simp [Matrix.adjugate_fin_three] at h
    linarith
  have c1 : R 0 0 * R 2 2 - R 0 2 * R 2 0 = R 1 1 := by
    have h := congrArg (fun M : Matrix (Fin 3) (Fin 3) ℝ => M 1 1) hadj
    simp [Matrix.adjugate_fin_three] at h
    linarith
  have c2 : R 0 0 * R 1 1 - R 0 1 * R 1 0 = R 2 2 := by
    have h := congrArg (fun M : Matrix (Fin 3) (Fin 3) ℝ => M 2 2) hadj
    simp [Matrix.adjugate_fin_three] at h
    linarith
  have r0 := row 0
  have r1 := row 1
  have r2 := row 2
  have k0 := col 0
  have k1 := col 1
  have k2 := col 2
  clear row col hadj hR hR' hd
  -- each entry is now a linear combination of these relations
  fin_cases i <;> fin_cases j <;> simp [table, pivot, Matrix.trace_fin_three] <;>
    first | ring1 | linarith
```

Summing over \(j\) and using \(\sum_jp_j=4\) gives

\[
4p_i=\sum_jp_ip_j=\sum_jK_{ij}^2\ge0 .
\]

This is the first part of `safe_pivot`. The last part is the argument by contradiction from the sum, and it uses neither hypothesis.

```lean
/-- For a proper rotation the four pivots are nonnegative and add up to 4, and at least one of them
is no smaller than 1. -/
theorem safe_pivot (R : Matrix (Fin 3) (Fin 3) ℝ) (hR : Rᵀ * R = 1) (hd : R.det = 1) :
    (∀ i, 0 ≤ pivot R i) ∧ ∑ i, pivot R i = 4 ∧ ∃ i, 1 ≤ pivot R i := by
  refine ⟨fun i => ?_, pivot_sum R, ?_⟩
  · -- four times a pivot is the squared length of its row in the table
    have h : pivot R i * 4 = ∑ j, table R i j ^ 2 := by
      rw [← pivot_sum R, Finset.mul_sum]
      exact Finset.sum_congr rfl fun j _ => (table_sq R hR hd i j).symm
    have h0 : 0 ≤ ∑ j, table R i j ^ 2 := Finset.sum_nonneg fun j _ => sq_nonneg _
    linarith
  · -- four numbers below 1 cannot add up to 4
    by_contra h
    have h' : ∀ i, pivot R i < 1 := fun i => lt_of_not_ge fun hi => h ⟨i, hi⟩
    have hs := pivot_sum R
    rw [Fin.sum_univ_four] at hs
    linarith [h' 0, h' 1, h' 2, h' 3]
```

Without orthogonality, nonnegativity can fail even at unit determinant. The stretch \(\operatorname{diag}(4,\tfrac12,\tfrac12)\) has pivots \(6,4,-3,-3\).

## A positive pivot

The hypothesis `0 < pivot R i` makes the divisor \(2\sqrt{p_i}\) nonzero. By hand,

\[
\left(\frac{K_{ij}}{2\sqrt{p_i}}\right)^2=\frac{p_ip_j}{4p_i}=\frac{p_j}{4},
\qquad
\sum_j\frac{p_j}{4}=1 .
\]

Positivity permits the cancellation of \(p_i\). In the proof, it justifies replacing the squared root by \(p_i\) and clearing the denominators.

```lean
/-- Extraction from any positive pivot of a rotation gives components whose squares are a
quarter of the corresponding pivots, and whose squares add up to 1. -/
theorem extracted_sq (R : Matrix (Fin 3) (Fin 3) ℝ) (hR : Rᵀ * R = 1) (hd : R.det = 1)
    (i : Fin 4) (hi : 0 < pivot R i) :
    (∀ j, extracted R i j ^ 2 = pivot R j / 4) ∧ ∑ j, extracted R i j ^ 2 = 1 := by
  have h : ∀ j, extracted R i j ^ 2 = pivot R j / 4 := by
    intro j
    rw [extracted, div_pow, mul_pow, Real.sq_sqrt hi.le, table_sq R hR hd,
      div_eq_div_iff (by positivity) (by norm_num)]
    ring
  refine ⟨h, ?_⟩
  rw [Finset.sum_congr rfl fun j _ => h j, ← Finset.sum_div, pivot_sum]
  norm_num
```

The theorem fixes the magnitudes of the components and their unit norm; it does not address their relative signs or the reconstruction of \(R\) from the quaternion. If \(p_i=0\), then \(K_{ij}^2=p_ip_j\) makes the whole row vanish, and the formula becomes \(0/0\).

## A pivot of at least 1

The stronger hypothesis `1 ≤ pivot R i` keeps the divisor \(2\sqrt{p_i}\) at 2 or more. The component belonging to the pivot is then

\[
\frac{K_{ii}}{2\sqrt{p_i}}=\frac{\sqrt{p_i}}{2}\ge\frac12 .
\]

Lean first shows that the square root is at least 1, then clears the denominator. This step needs no assumption that \(R\) is a rotation. The statement concerns exact real numbers and gives no bound on rounding error.

```lean
/-- If the chosen pivot is at least 1, the extracted component belonging to it is at
least 1/2. -/
theorem half_le_extracted (R : Matrix (Fin 3) (Fin 3) ℝ) (i : Fin 4) (hi : 1 ≤ pivot R i) :
    1 / 2 ≤ extracted R i i := by
  have hp : 0 < pivot R i := by linarith
  have hs : 0 < √(pivot R i) := Real.sqrt_pos.mpr hp
  have hm : √(pivot R i) * √(pivot R i) = pivot R i := Real.mul_self_sqrt hp.le
  have h1 : 1 ≤ √(pivot R i) := by
    by_contra h
    have h' := lt_of_not_ge h
    nlinarith
  rw [extracted, table_diag, le_div_iff₀ (by positivity)]
  nlinarith
```

The threshold cannot be raised for all rotations. The cyclic permutation of the axes has zero trace and zero diagonal, so all its pivots equal 1.

```lean
/-- The rotation that permutes the three Cartesian axes cyclically. -/
def cyclic : Matrix (Fin 3) (Fin 3) ℝ := !![0, 0, 1; 1, 0, 0; 0, 1, 0]

/-- The cyclic permutation of the axes is a proper rotation whose four pivots all equal 1. -/
theorem cyclic_pivots :
    cyclicᵀ * cyclic = 1 ∧ cyclic.det = 1 ∧ ∀ i, pivot cyclic i = 1 := by
  refine ⟨?_, ?_, fun i => ?_⟩
  · ext i j
    fin_cases i <;> fin_cases j <;> simp [cyclic, Matrix.mul_apply, Fin.sum_univ_three]
  · simp [cyclic, Matrix.det_fin_three]
  · fin_cases i <;> simp [cyclic, pivot, Matrix.trace_fin_three]
```

A fixed choice of pivot does not guarantee the bound. For a half turn about the first axis, the trace is \(-1\), so \(p_0=0\); also \(p_2=p_3=0\), while \(p_1=4\). Extraction must then use the pivot of the rotation axis. For the identity, in contrast, \(p_0=4\) and the other three pivots vanish.

```lean
/-- The half turn about the first Cartesian axis. -/
def halfTurn : Matrix (Fin 3) (Fin 3) ℝ := !![1, 0, 0; 0, -1, 0; 0, 0, -1]

/-- The half turn about the first axis is a proper rotation whose pivot `1 + tr R` vanishes,
while the pivot of the first axis equals 4. -/
theorem halfTurn_pivots :
    halfTurnᵀ * halfTurn = 1 ∧ halfTurn.det = 1 ∧
      pivot halfTurn 0 = 0 ∧ pivot halfTurn 1 = 4 := by
  refine ⟨?_, ?_, ?_, ?_⟩
  · ext i j
    fin_cases i <;> fin_cases j <;> simp [halfTurn, Matrix.mul_apply, Fin.sum_univ_three]
  · simp [halfTurn, Matrix.det_fin_three]
  · simp [halfTurn, pivot, Matrix.trace_fin_three]
  · simp [halfTurn, pivot, Matrix.trace_fin_three]
    norm_num
```

## Inversion: orthogonal but improper

Inversion, \(R=-1\), shows what happens when the determinant condition is removed and orthogonality is kept. It reverses handedness, and its determinant is \(-1\). The adjugate is now \(-R^T\), so the cofactor relation has the wrong sign and the derivation of \(K_{ij}^2=p_ip_j\) breaks down.

The pivots are \(-2,2,2,2\). One of them is still at least 1, but extraction from \(p_1=2\) gives \((0,1/\sqrt2,0,0)\), whose squared norm is \(\tfrac12\). A large pivot therefore does not certify that the input is a rotation. The theorem below records the orthogonality of inversion and its negative trace pivot.

```lean
/-- Spatial inversion is orthogonal, and its pivot `1 + tr R` equals -2. -/
theorem inversion_pivot :
    (-1 : Matrix (Fin 3) (Fin 3) ℝ)ᵀ * (-1) = 1 ∧
      pivot (-1 : Matrix (Fin 3) (Fin 3) ℝ) 0 = -2 := by
  constructor
  · simp
  · norm_num [pivot, Matrix.trace_fin_three]

end

end ShepperdPivot
```

```lean
#print axioms ShepperdPivot.safe_pivot
#print axioms ShepperdPivot.cyclic_pivots
#print axioms ShepperdPivot.halfTurn_pivots
#print axioms ShepperdPivot.inversion_pivot
```

```
'ShepperdPivot.safe_pivot' depends on axioms: [propext, Classical.choice, Quot.sound]
'ShepperdPivot.cyclic_pivots' depends on axioms: [propext, Classical.choice, Quot.sound]
'ShepperdPivot.halfTurn_pivots' depends on axioms: [propext, Classical.choice, Quot.sound]
'ShepperdPivot.inversion_pivot' depends on axioms: [propext, Classical.choice, Quot.sound]
```
